# In one dimension, a weak density wave fixes only the squared-Laplacian coefficient of the fourth-order gradient energy

## An energy for any density, not only for a cosine

The gradient energy is modelled here as a functional of an arbitrary density $n(x)$, with $n'$ and $n''$ taken as actual derivatives of that function. The cosine wave enters only afterwards, as one density among many. With a constant $c$ and real coefficients $A,B,C$,

$$p=\frac{c\,n'^2}{n^{8/3}},\qquad q=\frac{c\,n''}{n^{5/3}},\qquad E=\int_a^b n^{5/3}\,(Aq^2+Bpq+Cp^2)\,dx .$$

The density varies along $x$ only, so $E$ is an energy per unit cross-section, up to the Thomas-Fermi prefactor. The constant $c$ sets the scale on which gradients are measured: for $c=1/(4(3\pi^2)^{2/3})$, $p$ is the squared gradient relative to the local Fermi wave vector, $p=(n'/(2k_Fn))^2$ with $k_F=(3\pi^2n)^{1/3}$.

When $E$ is the fourth-order part of an orbital-free kinetic functional and $c\neq0$, matching the $k^4$ term in the inverse of the static linear response function of the uniform non-interacting gas determines $A$ and leaves $B$ and $C$ free.

## Why only $A$ survives at small amplitude

For a positive density, collecting powers of $n$ gives

$$E=c^2\int_a^b\left(A\frac{n''^2}{n^{5/3}}+B\frac{n'^2n''}{n^{8/3}}+C\frac{n'^4}{n^{11/3}}\right)dx .$$

Let $n=n_0+d f$ with $n_0>0$ and $f$ twice continuously differentiable. Then $n'=d f'$ and $n''=d f''$, so for $d\neq0$

$$\frac{E}{d^2}=c^2\left(A\int_a^b\frac{f''^2}{n^{5/3}}dx+dB\int_a^b\frac{f'^2f''}{n^{8/3}}dx+d^2C\int_a^b\frac{f'^4}{n^{11/3}}dx\right).$$

On the cell $|f|\le M$ for some $M$, so $n\ge n_0/2$ once $|d|M<n_0/2$. The integrands then converge uniformly, and each integral tends to its value with $n$ replaced by $n_0$. The last two terms vanish because of their factors $d$ and $d^2$:

$$\frac{E}{d^2}\to\frac{Ac^2}{n_0^{5/3}}\int_a^b f''^2\,dx .$$

For $f=\cos kx$ with $k>0$, over one period,

$$\int_0^{2\pi/k}k^4\cos^2(kx)\,dx=k^4\cdot\frac{\pi}{k}=\pi k^3,$$

and the limit is $\pi Ac^2k^3/n_0^{5/3}$. Divided by the period $2\pi/k$, it is $Ac^2k^4/(2n_0^{5/3})$ per unit length, proportional to $k^4$. For two coefficient sets, the difference of the energies divided by $d^2$ tends to $\pi(A-A')c^2k^3/n_0^{5/3}$. If $c\ne0$, this is zero exactly when $A=A'$.

## What a periodic cell hides at any amplitude

For a positive density,

$$\left(\frac{n'^3}{n^{8/3}}\right)'=3\,\frac{n'^2n''}{n^{8/3}}-\frac83\,\frac{n'^4}{n^{11/3}} .$$

If $n$ and $n'$ take equal values at the two ends, the left side integrates to zero. The $B$ integral is therefore $8/9$ of the $C$ integral, and the energy depends on $B$ and $C$ only through $C+8B/9$. Strong periodic waves that vary along $x$ only thus reveal this combination at most, never $B$ and $C$ separately.

## The statements in words

`reducedGradSq`, `reducedLaplacian` and `energy` are $p$, $q$ and $E$; `densityWave n₀ k d` is $n_0+d\cos kx$. The filter `𝓝[≠] 0` lets $d$ approach zero from both sides without reaching it.

- `quadratic_response` is the limit for a general profile $f$, which need be neither periodic nor of zero mean.
- `densityWave_response` is the cosine case, for $n_0>0$ and $k>0$; $n_0=1$ gives $\pi Ac^2k^3$.
- `same_response_iff` compares two coefficient sets at one fixed $k>0$, again with $n_0>0$, and with $c\neq0$.
- `energy_periodic` is the statement about $C+8B/9$, for a twice continuously differentiable density that is positive on the cell.

The coefficients are arbitrary inputs, not derived from the electron gas. The Thomas-Fermi and second-order terms are absent, as are densities that vary in more than one direction.

Instead of the limit of $E/d^2$, one could take the second derivative of $E$ with respect to $d$ at $d=0$. The value would double, and the proof would need differentiability of the energy in $d$, not only a limit.

## The limit as a check on a program

A program that evaluates this functional on a grid can be given one period of $n_0+d\cos kx$ for a few values of $d$ decreasing towards zero. The computed $E/d^2$ should approach $\pi Ac^2k^3/n_0^{5/3}$, up to discretisation and rounding error, whatever $B$ and $C$ are. Changing $B$ and $C$ at fixed $C+8B/9$ should leave the energy unchanged, up to the same errors, at any $d$ with $|d|<n_0$. This tests the other two terms against each other, but would miss a wrong factor common to both.

## The Lean file

```lean
import Mathlib

open Filter MeasureTheory
open scoped Topology Real

namespace GradientExpansionResponse

noncomputable section

/-- The reduced squared gradient `p = c n'² / n^(8/3)` of a density `n`. -/
def reducedGradSq (c : ℝ) (n : ℝ → ℝ) (x : ℝ) : ℝ :=
  c * deriv n x ^ 2 / n x ^ (8 / 3 : ℝ)

/-- The reduced Laplacian `q = c n'' / n^(5/3)` of a density `n`. -/
def reducedLaplacian (c : ℝ) (n : ℝ → ℝ) (x : ℝ) : ℝ :=
  c * deriv (deriv n) x / n x ^ (5 / 3 : ℝ)

/-- The fourth-order gradient energy `∫ n^(5/3) (A q² + B p q + C p²)` over the cell `[a, b]`. -/
def energy (c A B C a b : ℝ) (n : ℝ → ℝ) : ℝ :=
  ∫ x in a..b, n x ^ (5 / 3 : ℝ) * (A * reducedLaplacian c n x ^ 2
    + B * reducedGradSq c n x * reducedLaplacian c n x + C * reducedGradSq c n x ^ 2)

/-- The integral of `w / n^s` over the cell `[a, b]`. -/
def moment (a b s : ℝ) (w n : ℝ → ℝ) : ℝ := ∫ x in a..b, w x / n x ^ s

/-- A uniform density `n₀` carrying a cosine wave of amplitude `d` and wave number `k`. -/
def densityWave (n₀ k d : ℝ) : ℝ → ℝ := fun x => n₀ + d * Real.cos (k * x)

/-- The powers 8/3 and 11/3 of a positive density in terms of its power 5/3. -/
theorem rpow_split {t : ℝ} (ht : 0 < t) :
    t ^ (8 / 3 : ℝ) = t ^ (5 / 3 : ℝ) * t ∧ t ^ (11 / 3 : ℝ) = t ^ (5 / 3 : ℝ) * t ^ 2 := by
  constructor
  · rw [show (8 / 3 : ℝ) = 5 / 3 + 1 by norm_num, Real.rpow_add ht, Real.rpow_one]
  · rw [show (11 / 3 : ℝ) = 5 / 3 + 2 by norm_num, Real.rpow_add ht, Real.rpow_two]

/-- The gradient of a twice continuously differentiable density is continuously differentiable. -/
theorem contDiff_gradient {n : ℝ → ℝ} (hn : ContDiff ℝ 2 n) : ContDiff ℝ 1 (deriv n) := by
  have h : ContDiff ℝ (1 + 1) n := by
    rw [one_add_one_eq_two]
    exact hn
  exact (contDiff_succ_iff_deriv.1 h).2.2

/-- For a continuous function `w` and a continuous density `n` that is positive on the cell, `w /
n^s` is integrable there. -/
theorem integrable_moment {a b : ℝ} {n w : ℝ → ℝ} (hn : Continuous n) (hw : Continuous w)
    (hpos : ∀ x ∈ Set.uIcc a b, 0 < n x) (s : ℝ) :
    IntervalIntegrable (fun x => w x / n x ^ s) volume a b :=
  (hw.continuousOn.div
    (hn.continuousOn.rpow_const (fun x hx => Or.inl (hpos x hx).ne'))
    (fun x hx => (Real.rpow_pos_of_pos (hpos x hx) s).ne')).intervalIntegrable

/-- The energy of a twice continuously differentiable density that is positive on the cell is a sum
of three integrals, one for each coefficient. -/
theorem energy_split {a b : ℝ} {n : ℝ → ℝ} (hn : ContDiff ℝ 2 n)
    (hpos : ∀ x ∈ Set.uIcc a b, 0 < n x) (c A B C : ℝ) :
    energy c A B C a b n = c ^ 2 * (A * moment a b (5 / 3) (fun x => deriv (deriv n) x ^ 2) n
      + B * moment a b (8 / 3) (fun x => deriv n x ^ 2 * deriv (deriv n) x) n
      + C * moment a b (11 / 3) (fun x => deriv n x ^ 4) n) := by
  have h1 := (contDiff_gradient hn).continuous
  have h2 : Continuous (deriv (deriv n)) := (contDiff_gradient hn).continuous_deriv (by norm_num)
  have i1 := (integrable_moment (w := fun x => deriv (deriv n) x ^ 2) hn.continuous
    (h2.pow 2) hpos (5 / 3)).const_mul (c ^ 2 * A)
  have i2 := (integrable_moment (w := fun x => deriv n x ^ 2 * deriv (deriv n) x) hn.continuous
    ((h1.pow 2).mul h2) hpos (8 / 3)).const_mul (c ^ 2 * B)
  have i3 := (integrable_moment (w := fun x => deriv n x ^ 4) hn.continuous
    (h1.pow 4) hpos (11 / 3)).const_mul (c ^ 2 * C)
  have alg : ∀ r m u v : ℝ, r ≠ 0 → m ≠ 0 →
      r * (A * (c * v / r) ^ 2 + B * (c * u ^ 2 / (r * m)) * (c * v / r)
        + C * (c * u ^ 2 / (r * m)) ^ 2)
      = c ^ 2 * A * (v ^ 2 / r) + c ^ 2 * B * (u ^ 2 * v / (r * m))
        + c ^ 2 * C * (u ^ 4 / (r * m ^ 2)) := by
    intro r m u v hr hm
    field_simp
  have e : energy c A B C a b n = ∫ x in a..b,
      (c ^ 2 * A * (deriv (deriv n) x ^ 2 / n x ^ (5 / 3 : ℝ))
      + c ^ 2 * B * (deriv n x ^ 2 * deriv (deriv n) x / n x ^ (8 / 3 : ℝ))
      + c ^ 2 * C * (deriv n x ^ 4 / n x ^ (11 / 3 : ℝ))) := by
    refine intervalIntegral.integral_congr fun x hx => ?_
    have hx := hpos x hx
    simp only [reducedGradSq, reducedLaplacian, (rpow_split hx).1, (rpow_split hx).2]
    exact alg _ _ _ _ (Real.rpow_pos_of_pos hx _).ne' hx.ne'
  rw [e, intervalIntegral.integral_add (i1.add i2) i3, intervalIntegral.integral_add i1 i2]
  simp only [intervalIntegral.integral_const_mul, moment]
  ring

/-- For `n₀ > 0` and continuous `f`, the density `n₀ + d f` is at least `n₀ / 2` on the cell for all
small `d`, and for continuous `w` the integral of `w / (n₀ + d f)^s` tends to that of `w / n₀^s` as
`d` tends to zero. -/
theorem weak_perturbation {a b n₀ : ℝ} {f : ℝ → ℝ} (hf : Continuous f) (h0 : 0 < n₀) :
    (∀ᶠ d in 𝓝 (0 : ℝ), ∀ x ∈ Set.uIcc a b, n₀ / 2 ≤ n₀ + d * f x) ∧
    ∀ (w : ℝ → ℝ) (s : ℝ), Continuous w →
      Tendsto (fun d => moment a b s w (fun x => n₀ + d * f x)) (𝓝 0)
        (𝓝 ((∫ x in a..b, w x) / n₀ ^ s)) := by
  have hlow : ∀ᶠ d in 𝓝 (0 : ℝ), ∀ x ∈ Set.uIcc a b, n₀ / 2 ≤ n₀ + d * f x := by
    obtain ⟨M, hM⟩ := isCompact_uIcc.exists_bound_of_continuousOn (hf.continuousOn (s := Set.uIcc a b))
    have ht : Tendsto (fun d : ℝ => |d| * M) (𝓝 0) (𝓝 0) := by
      have h : Continuous fun d : ℝ => |d| * M := continuous_abs.mul continuous_const
      simpa using h.tendsto 0
    filter_upwards [ht.eventually_lt_const (half_pos h0)] with d hd x hx
    have h1 : |d * f x| ≤ |d| * M := by
      rw [abs_mul]
      exact mul_le_mul_of_nonneg_left (hM x hx) (abs_nonneg d)
    linarith [neg_abs_le (d * f x)]
  refine ⟨hlow, fun w s hw => ?_⟩
  -- cut the density off below at `n₀ / 2`, which changes nothing on the cell for small amplitudes
  have hm : ∀ d x, 0 < max (n₀ / 2) (n₀ + d * f x) := fun d x => lt_max_of_lt_left (half_pos h0)
  have hj : Continuous (Function.uncurry fun d x : ℝ =>
      w x / (max (n₀ / 2) (n₀ + d * f x)) ^ s) :=
    Continuous.div (hw.comp continuous_snd)
      (Continuous.rpow_const (continuous_const.max
        (continuous_const.add (continuous_fst.mul (hf.comp continuous_snd))))
        (fun p => Or.inl (hm p.1 p.2).ne'))
      (fun p => (Real.rpow_pos_of_pos (hm p.1 p.2) s).ne')
  have hc : Continuous fun d : ℝ => ∫ x in a..b, w x / (max (n₀ / 2) (n₀ + d * f x)) ^ s :=
    intervalIntegral.continuous_parametric_intervalIntegral_of_continuous' hj a b
  have ht := hc.tendsto 0
  simp only [zero_mul, add_zero, max_eq_right (half_le_self h0.le),
    intervalIntegral.integral_div] at ht
  refine ht.congr' ?_
  filter_upwards [hlow] with d hd
  refine intervalIntegral.integral_congr fun x hx => ?_
  simp only [max_eq_right (hd x hx)]

/-- For a positive uniform density `n₀` perturbed by `d f`, with `f` twice continuously
differentiable, the energy divided by `d²` tends to `A c² n₀^(-5/3) ∫ f''²` as the amplitude `d`
tends to zero. -/
theorem quadratic_response {a b n₀ : ℝ} {f : ℝ → ℝ} (hf : ContDiff ℝ 2 f) (h0 : 0 < n₀)
    (c A B C : ℝ) :
    Tendsto (fun d => energy c A B C a b (fun x => n₀ + d * f x) / d ^ 2) (𝓝[≠] 0)
      (𝓝 (A * c ^ 2 / n₀ ^ (5 / 3 : ℝ) * ∫ x in a..b, deriv (deriv f) x ^ 2)) := by
  have g1 := contDiff_gradient hf
  have g2 : Continuous (deriv (deriv f)) := g1.continuous_deriv (by norm_num)
  obtain ⟨hlow, hlim⟩ := weak_perturbation (a := a) (b := b) hf.continuous h0
  have l1 := (hlim (fun x => deriv (deriv f) x ^ 2) (5 / 3) (g2.pow 2)).mono_left
    (nhdsWithin_le_nhds (s := {0}ᶜ))
  have l2 := (hlim (fun x => deriv f x ^ 2 * deriv (deriv f) x) (8 / 3)
    ((g1.continuous.pow 2).mul g2)).mono_left (nhdsWithin_le_nhds (s := {0}ᶜ))
  have l3 := (hlim (fun x => deriv f x ^ 4) (11 / 3) (g1.continuous.pow 4)).mono_left
    (nhdsWithin_le_nhds (s := {0}ᶜ))
  have hd : Tendsto (fun d : ℝ => d) (𝓝[≠] 0) (𝓝 0) := tendsto_id.mono_left nhdsWithin_le_nhds
  have key := (((l1.const_mul A).add ((hd.mul l2).const_mul B)).add
    (((hd.pow 2).mul l3).const_mul C)).const_mul (c ^ 2)
  have D1 : ∀ d, deriv (fun x => n₀ + d * f x) = fun x => d * deriv f x := fun d => funext fun x =>
    ((((hf.differentiable (by norm_num)) x).hasDerivAt.const_mul d).const_add n₀).deriv
  have D2 : ∀ d, deriv (fun x => d * deriv f x) = fun x => d * deriv (deriv f) x :=
    fun d => funext fun x =>
      (((g1.differentiable (by norm_num)) x).hasDerivAt.const_mul d).deriv
  have sc : ∀ (s r : ℝ) (w v n : ℝ → ℝ), (∀ x, w x = r * v x) →
      moment a b s w n = r * moment a b s v n := by
    intro s r w v n h
    unfold moment
    rw [← intervalIntegral.integral_const_mul]
    congr 1
    ext x
    rw [h x]
    ring
  convert key.congr' (f₂ := fun d => energy c A B C a b (fun x => n₀ + d * f x) / d ^ 2) ?_ using 2
  · ring
  · -- the three numerators scale as the second, third and fourth power of the amplitude
    filter_upwards [hlow.filter_mono nhdsWithin_le_nhds, self_mem_nhdsWithin] with d hd hne
    have hne : d ≠ 0 := hne
    rw [energy_split (contDiff_const.add (contDiff_const.mul hf))
      (fun x hx => lt_of_lt_of_le (half_pos h0) (hd x hx))]
    simp only [D1, D2]
    rw [sc (5 / 3) (d ^ 2) (fun x => (d * deriv (deriv f) x) ^ 2)
        (fun x => deriv (deriv f) x ^ 2) _ (fun x => by ring),
      sc (8 / 3) (d ^ 3) (fun x => (d * deriv f x) ^ 2 * (d * deriv (deriv f) x))
        (fun x => deriv f x ^ 2 * deriv (deriv f) x) _ (fun x => by ring),
      sc (11 / 3) (d ^ 4) (fun x => (d * deriv f x) ^ 4)
        (fun x => deriv f x ^ 4) _ (fun x => by ring),
      eq_div_iff (pow_ne_zero 2 hne)]
    ring

/-- For a density wave on a uniform background, the energy per period divided by `d²` tends to
`π A c² k³ / n₀^(5/3)` as the amplitude `d` tends to zero. -/
theorem densityWave_response {n₀ k : ℝ} (h0 : 0 < n₀) (hk : 0 < k) (c A B C : ℝ) :
    Tendsto (fun d => energy c A B C 0 (2 * π / k) (densityWave n₀ k d) / d ^ 2) (𝓝[≠] 0)
      (𝓝 (π * A * c ^ 2 * k ^ 3 / n₀ ^ (5 / 3 : ℝ))) := by
  have hf : ContDiff ℝ 2 (fun x : ℝ => Real.cos (k * x)) :=
    Real.contDiff_cos.comp (contDiff_const.mul contDiff_id)
  have D1 : deriv (fun x : ℝ => Real.cos (k * x)) = fun x => -k * Real.sin (k * x) := by
    funext x
    rw [((hasDerivAt_id' x).const_mul k).cos.deriv]
    ring
  have D2 : deriv (fun x : ℝ => -k * Real.sin (k * x)) = fun x => -k ^ 2 * Real.cos (k * x) := by
    funext x
    rw [(((hasDerivAt_id' x).const_mul k).sin.const_mul (-k)).deriv]
    ring
  -- the integral of the squared second derivative of the cosine over one period
  have hI : ∫ x in (0 : ℝ)..(2 * π / k), (-k ^ 2 * Real.cos (k * x)) ^ 2 = π * k ^ 3 := by
    have hb : k * (2 * π / k) = 2 * π := by field_simp
    have h := intervalIntegral.integral_comp_mul_left (a := 0) (b := 2 * π / k)
      (fun y => Real.cos y ^ 2) hk.ne'
    simp only [mul_zero, hb, integral_cos_sq, smul_eq_mul, Real.sin_two_pi, Real.sin_zero] at h
    have e : ∀ x, (-k ^ 2 * Real.cos (k * x)) ^ 2 = k ^ 4 * Real.cos (k * x) ^ 2 :=
      fun x => by ring
    simp only [e, intervalIntegral.integral_const_mul]
    rw [h]
    have hk1 : k ^ 4 * k⁻¹ = k ^ 3 := by field_simp
    linear_combination π * hk1
  have h := quadratic_response (a := 0) (b := 2 * π / k) hf h0 c A B C
  simp only [D1, D2, hI] at h
  have e : π * A * c ^ 2 * k ^ 3 / n₀ ^ (5 / 3 : ℝ)
      = A * c ^ 2 / n₀ ^ (5 / 3 : ℝ) * (π * k ^ 3) := by ring
  rw [e]
  exact h

/-- Two fourth-order functionals with the same constant `c ≠ 0` agree to second order in the
amplitude of a density wave, over one period, exactly when their coefficients `A` of the squared
Laplacian are equal. -/
theorem same_response_iff {n₀ k c : ℝ} (h0 : 0 < n₀) (hk : 0 < k) (hc : c ≠ 0)
    (A B C A' B' C' : ℝ) :
    Tendsto (fun d => (energy c A B C 0 (2 * π / k) (densityWave n₀ k d)
      - energy c A' B' C' 0 (2 * π / k) (densityWave n₀ k d)) / d ^ 2) (𝓝[≠] 0) (𝓝 0)
      ↔ A = A' := by
  have h := (densityWave_response h0 hk c A B C).sub (densityWave_response h0 hk c A' B' C')
  simp only [← sub_div] at h
  constructor
  · intro hz
    have e := tendsto_nhds_unique h hz
    have hr : n₀ ^ (5 / 3 : ℝ) ≠ 0 := (Real.rpow_pos_of_pos h0 _).ne'
    have e1 := (div_eq_zero_iff.1 e).resolve_right hr
    have hp : π * c ^ 2 * k ^ 3 ≠ 0 :=
      mul_ne_zero (mul_ne_zero Real.pi_ne_zero (pow_ne_zero 2 hc)) (pow_ne_zero 3 hk.ne')
    have e2 : π * c ^ 2 * k ^ 3 * (A - A') = 0 := by linear_combination e1
    exact sub_eq_zero.1 ((mul_eq_zero.1 e2).resolve_left hp)
  · rintro rfl
    simpa only [sub_self, zero_div] using h

/-- For a twice continuously differentiable density that is positive on the cell and has equal
values and equal gradients at its two ends, the coefficients `B` and `C` enter the energy only
through the combination `C + 8 B / 9`. -/
theorem energy_periodic {a b : ℝ} {n : ℝ → ℝ} (hn : ContDiff ℝ 2 n)
    (hpos : ∀ x ∈ Set.uIcc a b, 0 < n x) (hb : n b = n a) (hb' : deriv n b = deriv n a)
    (c A B C : ℝ) :
    energy c A B C a b n = energy c A 0 (C + 8 * B / 9) a b n := by
  have g1 := contDiff_gradient hn
  have g2 : Continuous (deriv (deriv n)) := g1.continuous_deriv (by norm_num)
  have i2 := (integrable_moment (w := fun x => deriv n x ^ 2 * deriv (deriv n) x) hn.continuous
    ((g1.continuous.pow 2).mul g2) hpos (8 / 3)).const_mul 3
  have i3 := (integrable_moment (w := fun x => deriv n x ^ 4) hn.continuous
    (g1.continuous.pow 4) hpos (11 / 3)).const_mul (8 / 3)
  have alg : ∀ r m u v : ℝ, r ≠ 0 → m ≠ 0 →
      (3 * u ^ 2 * v * (r * m) - u ^ 3 * (u * (8 / 3) * r)) / (r * m) ^ 2
      = 3 * (u ^ 2 * v / (r * m)) - 8 / 3 * (u ^ 4 / (r * m ^ 2)) := by
    intro r m u v hr hm
    field_simp
  -- the total derivative of n'³ / n^(8/3) integrates to zero over the cell
  have hder : ∀ x ∈ Set.uIcc a b, HasDerivAt (fun y => deriv n y ^ 3 / n y ^ (8 / 3 : ℝ))
      (3 * (deriv n x ^ 2 * deriv (deriv n) x / n x ^ (8 / 3 : ℝ))
        - 8 / 3 * (deriv n x ^ 4 / n x ^ (11 / 3 : ℝ))) x := by
    intro x hx
    have hx := hpos x hx
    have k1 := ((hn.differentiable (by norm_num)) x).hasDerivAt
    have k2 := ((g1.differentiable (by norm_num)) x).hasDerivAt
    have k3 : HasDerivAt (fun y => deriv n y ^ 3) (3 * deriv n x ^ 2 * deriv (deriv n) x) x :=
      (k2.fun_pow 3).congr_deriv (by norm_num)
    refine (k3.fun_div (k1.rpow_const (p := 8 / 3) (Or.inl hx.ne'))
      (Real.rpow_pos_of_pos hx _).ne').congr_deriv ?_
    rw [show (8 / 3 : ℝ) - 1 = 5 / 3 by norm_num, (rpow_split hx).1, (rpow_split hx).2]
    exact alg _ _ _ _ (Real.rpow_pos_of_pos hx _).ne' hx.ne'
  have ftc := intervalIntegral.integral_eq_sub_of_hasDerivAt hder (i2.sub i3)
  rw [intervalIntegral.integral_sub i2 i3] at ftc
  simp only [intervalIntegral.integral_const_mul, hb, hb', sub_self] at ftc
  rw [energy_split hn hpos, energy_split hn hpos]
  unfold moment
  linear_combination c ^ 2 * B / 3 * ftc

end

end GradientExpansionResponse
```

```lean
#print axioms GradientExpansionResponse.same_response_iff
#print axioms GradientExpansionResponse.energy_periodic
```

```
'GradientExpansionResponse.same_response_iff' depends on axioms: [propext, Classical.choice, Quot.sound]
'GradientExpansionResponse.energy_periodic' depends on axioms: [propext, Classical.choice, Quot.sound]
```

## How the proof follows the derivation

`rpow_split` writes the powers $8/3$ and $11/3$ through $5/3$, and `integrable_moment` supplies integrability. With these, `energy_split` obtains the three-integral form; its algebra is done by `field_simp`.

`weak_perturbation` contains the analysis. It first finds the bound $n\ge n_0/2$ from compactness of the cell. It then replaces the density by `max (n₀ / 2) (n₀ + d * f x)`, which makes the integrand continuous in $d$ and $x$ together, so the integral is continuous in $d$. For small $d$ the maximum is the density itself, and `congr'` transfers the limit.

In `quadratic_response`, `D1` and `D2` compute the derivatives, and `sc` extracts the factors $d^2$, $d^3$ and $d^4$. `densityWave_response` inserts the cosine, using the substitution $y=kx$ for the integral `hI`. `same_response_iff` subtracts two such limits and uses uniqueness of limits.

In `energy_periodic`, `hder` is the total derivative above and `ftc` integrates it. The final `linear_combination` adds that identity with weight $c^2B/3$, which turns the $B$ integral into a $C$ integral.
